# The Reuss stiffness of positive definite phases never exceeds their Voigt stiffness

## A check on polycrystal averages

Once the elastic constants of a crystal have been computed, the stiffness of a polycrystal can be estimated by rotating the stiffness matrix into a set of grain orientations and averaging. Averaging the stiffnesses gives the Voigt estimate; averaging the compliances and inverting gives the Reuss estimate. The two can then be compared: for finitely many linear elastic grains with positive definite stiffnesses and nonnegative weights summing to one, the Voigt estimate minus the Reuss estimate must have no negative eigenvalue. A clearly negative one points to an input stiffness that is not symmetric and positive definite, a bad weight, or a mistake in the rotation or the averaging.

## Phases, strains and the two averages

Let phase $i$ have stiffness matrix $C_i$ and weight $w_i\ge 0$, with $\sum_i w_i=1$. The weights are volume fractions, and a phase may be a material or a grain orientation. Strains and stresses are real vectors, with six components in Voigt notation. With engineering shear strains, the dot product of a stress and a strain is the work per unit volume done by that stress, held constant, through that strain, and $e\cdot C_i e$ is twice the elastic energy density of phase $i$ at strain $e$. All energies below are doubled in this way.

Each $C_i$ is assumed symmetric and positive definite: every nonzero strain costs energy, which is the elastic stability of the phase. Define

$$C_V=\sum_i w_i C_i,\qquad S=\sum_i w_i C_i^{-1},\qquad C_R=S^{-1}.$$

The Voigt stiffness $C_V$ belongs to a uniform strain, the Reuss stiffness $C_R$ to a uniform stress. The claim is that $\varepsilon\cdot C_R\varepsilon\le\varepsilon\cdot C_V\varepsilon$ for every strain $\varepsilon$, and that $C_V=C_R$ exactly when all phases of positive weight have the same stiffness.

## The energy excess over uniform stress

**Completing the square.** For a positive definite $C$, a strain $e$ and a stress $\sigma$,

$$(e-C^{-1}\sigma)\cdot C(e-C^{-1}\sigma)=e\cdot Ce-e\cdot\sigma-(C^{-1}\sigma)\cdot Ce+(C^{-1}\sigma)\cdot\sigma .$$

Since $C$ is symmetric, $(C^{-1}\sigma)\cdot Ce=\sigma\cdot e$, and the right side becomes

$$e\cdot Ce-2\,\sigma\cdot e+\sigma\cdot C^{-1}\sigma .$$

**The average compliance is invertible.** Each $C_i^{-1}$ is symmetric and positive definite, because $x\cdot C_i^{-1}x=y\cdot C_iy$ with $y=C_i^{-1}x$. Hence $S$ is symmetric. For $x\neq0$, every term of $x\cdot Sx=\sum_i w_i\,x\cdot C_i^{-1}x$ is nonnegative, and at least one is positive because the weights sum to one. So $S$ is positive definite, and so is $C_R=S^{-1}$.

**The Reuss strains.** Fix $\varepsilon$, put $\sigma=C_R\varepsilon$, and let $r_i=C_i^{-1}\sigma$ be the response of phase $i$ to this common stress. Then

$$\sum_i w_i r_i=S\sigma=SS^{-1}\varepsilon=\varepsilon .$$

**The excess.** Let $e_i$ be any phase strains with $\sum_i w_ie_i=\varepsilon$. Apply the completed square in each phase and average:

$$\sum_i w_i(e_i-r_i)\cdot C_i(e_i-r_i)=\sum_i w_i\,e_i\cdot C_ie_i-2\,\sigma\cdot\varepsilon+\sigma\cdot S\sigma .$$

Because $S\sigma=\varepsilon$, the last two terms add to $-\sigma\cdot\varepsilon=-\varepsilon\cdot C_R\varepsilon$. Therefore

$$\sum_i w_i\,e_i\cdot C_ie_i-\varepsilon\cdot C_R\varepsilon=\sum_i w_i(e_i-r_i)\cdot C_i(e_i-r_i)\ge 0 .$$

The Reuss energy is thus the least energy among all phase strains with average $\varepsilon$, and it is attained at $e_i=r_i$.

**Uniform strain.** The choice $e_i=\varepsilon$ has the right average and the energy $\varepsilon\cdot C_V\varepsilon$. This gives $\varepsilon\cdot(C_V-C_R)\varepsilon\ge0$.

**Equality.** If $C_V=C_R$, the excess at uniform strain vanishes for every $\varepsilon$. Each term in it is nonnegative, so each is zero. Where $w_i>0$, positive definiteness forces $\varepsilon=r_i=C_i^{-1}C_R\varepsilon$, hence $C_i\varepsilon=C_R\varepsilon$ for all $\varepsilon$, and $C_i=C_R$. Conversely, if all phases of positive weight share a stiffness $C$, then $C_V=C$ and $C_R=(C^{-1})^{-1}=C$.

## Two phases with opposite coupling

Take equal weights $w_1=w_2=\tfrac12$ and, in some unit of stiffness,

$$C_1=\begin{pmatrix}2&1\\1&2\end{pmatrix},\qquad C_2=\begin{pmatrix}2&-1\\-1&2\end{pmatrix}.$$

The stiffnesses average to $C_V=2I$, where $I$ is the identity matrix. The inverses are

$$C_1^{-1}=\tfrac13\begin{pmatrix}2&-1\\-1&2\end{pmatrix},\qquad C_2^{-1}=\tfrac13\begin{pmatrix}2&1\\1&2\end{pmatrix},$$

so $S=\tfrac23I$, $C_R=\tfrac32I$ and $C_V-C_R=\tfrac12I$.

For $\varepsilon=(1,0)$ the common stress is $(\tfrac32,0)$ and the Reuss strains are $r_1=(1,-\tfrac12)$ and $r_2=(1,\tfrac12)$, which average to $\varepsilon$. The deviations of the uniform strain from them are $(0,\pm\tfrac12)$, each with energy $2\cdot\tfrac14=\tfrac12$. Their average is $\tfrac12$, which equals the difference $2-\tfrac32$ between the Voigt and Reuss energies.

## The statement in Lean

The finite type `ι` labels the phases and the finite type `n` labels the strain components. `C i` is the stiffness of phase `i`, and `voigt w C` and `reuss w C` are $C_V$ and $C_R$. `reussStrain w C ε i` is $r_i$. The symbol `*ᵥ` applies a matrix to a vector, and `⬝ᵥ` is the dot product.

The hypotheses are `hC`, that every phase is positive definite, including any of zero weight; `hw`, that the weights are nonnegative; and `hsum`, that they sum to one. For real matrices, `PosDef` and `PosSemidef` both include symmetry.

The theorem `voigt_sub_reuss_posSemidef` states the matrix inequality. It orders quadratic forms, not matrix entries: diagonal entries are ordered, while off-diagonal ones may differ in either direction. The theorem `reuss_isLeast` says that the Reuss energy belongs to the set of energies attainable with average strain `ε` and is a lower bound for that set. The theorem `voigt_eq_reuss_iff` gives the equality case.

All stiffness matrices must refer to one common sample frame. A finite set of orientations fits the model; an integral over a continuous distribution does not. Nor is there a strain field in space, with compatibility between grains and balance of forces. The theorems order the two averages, and do not place the effective stiffness of an actual microstructure between them.

```lean
import Mathlib

open Matrix

namespace VoigtReuss

noncomputable section

variable {ι n : Type*} [Fintype ι] [Fintype n] [DecidableEq n]

/-- The Voigt stiffness: the weighted average of the phase stiffnesses. -/
def voigt (w : ι → ℝ) (C : ι → Matrix n n ℝ) : Matrix n n ℝ :=
  ∑ i, w i • C i

/-- The Reuss stiffness: the inverse of the weighted average of the phase compliances,
for invertible phase stiffnesses and an invertible average compliance. -/
def reuss (w : ι → ℝ) (C : ι → Matrix n n ℝ) : Matrix n n ℝ :=
  (∑ i, w i • (C i)⁻¹)⁻¹

/-- The strain of phase `i` when every phase carries the stress `reuss w C *ᵥ ε`,
on the same domain as the Reuss stiffness. -/
def reussStrain (w : ι → ℝ) (C : ι → Matrix n n ℝ) (ε : n → ℝ) (i : ι) : n → ℝ :=
  (C i)⁻¹ *ᵥ (reuss w C *ᵥ ε)

/-- For a positive definite stiffness, the energy of the strain `ε - C⁻¹ σ` is the energy of `ε`
plus the complementary energy of `σ` minus the work term (all energies doubled). -/
theorem complementary_energy_gap {C : Matrix n n ℝ} (hC : C.PosDef) (ε σ : n → ℝ) :
    (ε - C⁻¹ *ᵥ σ) ⬝ᵥ C *ᵥ (ε - C⁻¹ *ᵥ σ)
      = ε ⬝ᵥ C *ᵥ ε - 2 * (σ ⬝ᵥ ε) + σ ⬝ᵥ C⁻¹ *ᵥ σ := by
  have hT : Cᵀ = C := by
    ext i j
    simpa using hC.isHermitian.apply i j
  have h1 : C *ᵥ (C⁻¹ *ᵥ σ) = σ := by
    rw [Matrix.mulVec_mulVec, Matrix.mul_nonsing_inv _ hC.det_pos.ne'.isUnit,
      Matrix.one_mulVec]
  -- symmetry of the stiffness moves it to the other factor
  have h2 : (C⁻¹ *ᵥ σ) ⬝ᵥ C *ᵥ ε = σ ⬝ᵥ ε := by
    rw [Matrix.dotProduct_mulVec, ← Matrix.mulVec_transpose, hT, h1]
  rw [Matrix.mulVec_sub, h1, sub_dotProduct, dotProduct_sub, dotProduct_sub, h2,
    dotProduct_comm ε σ, dotProduct_comm (C⁻¹ *ᵥ σ) σ]
  ring

omit [DecidableEq n] in
/-- The response of a weighted sum of matrices is the weighted sum of the responses. -/
theorem average_mulVec (w : ι → ℝ) (A : ι → Matrix n n ℝ) (x : n → ℝ) :
    (∑ i, w i • A i) *ᵥ x = ∑ i, w i • (A i *ᵥ x) := by
  classical
  induction (Finset.univ : Finset ι) using Finset.induction_on with
  | empty => simp
  | insert a s ha ih =>
    rw [Finset.sum_insert ha, Finset.sum_insert ha, Matrix.add_mulVec, ih, Matrix.smul_mulVec]

/-- Weights that sum to one include a positive weight. -/
theorem exists_pos_weight {w : ι → ℝ} (hsum : ∑ i, w i = 1) : ∃ k, 0 < w k := by
  by_contra h
  have h' : ∀ i, w i ≤ 0 := fun i => le_of_not_gt fun hi => h ⟨i, hi⟩
  have := Finset.sum_nonpos (fun i (_ : i ∈ Finset.univ) => h' i)
  linarith

omit [DecidableEq n] in
/-- The average of positive definite matrices, with nonnegative weights that sum to one,
is positive definite. -/
theorem average_posDef {w : ι → ℝ} {A : ι → Matrix n n ℝ} (hA : ∀ i, (A i).PosDef)
    (hw : ∀ i, 0 ≤ w i) (hsum : ∑ i, w i = 1) : (∑ i, w i • A i).PosDef := by
  rw [Matrix.posDef_iff_dotProduct_mulVec]
  refine ⟨?_, fun x hx => ?_⟩
  · have h : ∀ i, (A i)ᴴ = A i := fun i => (hA i).isHermitian.eq
    show (∑ i, w i • A i)ᴴ = ∑ i, w i • A i
    simp only [Matrix.conjTranspose_sum, Matrix.conjTranspose_smul, star_trivial, h]
  · have hpos : ∀ i, 0 < x ⬝ᵥ A i *ᵥ x := fun i => by
      simpa only [star_trivial] using (hA i).dotProduct_mulVec_pos hx
    obtain ⟨k, hk⟩ := exists_pos_weight hsum
    rw [star_trivial, average_mulVec, dotProduct_sum]
    simp only [dotProduct_smul, smul_eq_mul]
    exact Finset.sum_pos' (fun i _ => mul_nonneg (hw i) (hpos i).le)
      ⟨k, Finset.mem_univ k, mul_pos hk (hpos k)⟩

variable {w : ι → ℝ} {C : ι → Matrix n n ℝ}

/-- For positive definite phases and nonnegative weights that sum to one, the Reuss strains
average to the imposed strain `ε`. -/
theorem reussStrain_average (hC : ∀ i, (C i).PosDef) (hw : ∀ i, 0 ≤ w i)
    (hsum : ∑ i, w i = 1) (ε : n → ℝ) : ∑ i, w i • reussStrain w C ε i = ε := by
  have hS : (∑ i, w i • (C i)⁻¹).PosDef := average_posDef (fun i => (hC i).inv) hw hsum
  have h := average_mulVec w (fun i => (C i)⁻¹) (reuss w C *ᵥ ε)
  refine h.symm.trans ?_
  rw [reuss, Matrix.mulVec_mulVec, Matrix.mul_nonsing_inv _ hS.det_pos.ne'.isUnit,
    Matrix.one_mulVec]

/-- For positive definite phases and nonnegative weights that sum to one, phase strains `e i`
with average `ε` have an energy above the Reuss energy of `ε` by exactly the energy of their
deviations from the Reuss strains (all energies doubled). -/
theorem energy_excess (hC : ∀ i, (C i).PosDef) (hw : ∀ i, 0 ≤ w i) (hsum : ∑ i, w i = 1)
    (e : ι → n → ℝ) (ε : n → ℝ) (he : ∑ i, w i • e i = ε) :
    ∑ i, w i * (e i ⬝ᵥ C i *ᵥ e i) - ε ⬝ᵥ reuss w C *ᵥ ε
      = ∑ i, w i * ((e i - reussStrain w C ε i) ⬝ᵥ C i *ᵥ (e i - reussStrain w C ε i)) := by
  have hm := reussStrain_average hC hw hsum ε
  obtain ⟨σ, hσ⟩ : ∃ σ, σ = reuss w C *ᵥ ε := ⟨_, rfl⟩
  simp only [reussStrain, ← hσ] at hm ⊢
  -- the common stress does the same work on both families of strains
  have h1 : σ ⬝ᵥ ε = ∑ i, w i * (σ ⬝ᵥ e i) := by
    rw [← he, dotProduct_sum]
    simp only [dotProduct_smul, smul_eq_mul]
  have h2 : σ ⬝ᵥ ε = ∑ i, w i * (σ ⬝ᵥ (C i)⁻¹ *ᵥ σ) := by
    have h := congrArg (fun v => σ ⬝ᵥ v) hm
    simp only [dotProduct_sum, dotProduct_smul, smul_eq_mul] at h
    exact h.symm
  have h3 : ∀ i, w i * ((e i - (C i)⁻¹ *ᵥ σ) ⬝ᵥ C i *ᵥ (e i - (C i)⁻¹ *ᵥ σ))
      = w i * (e i ⬝ᵥ C i *ᵥ e i) - 2 * (w i * (σ ⬝ᵥ e i))
        + w i * (σ ⬝ᵥ (C i)⁻¹ *ᵥ σ) := fun i => by
    rw [complementary_energy_gap (hC i)]
    ring
  rw [Finset.sum_congr rfl fun i _ => h3 i, Finset.sum_add_distrib, Finset.sum_sub_distrib,
    ← Finset.mul_sum, ← h1, ← h2, dotProduct_comm ε σ]
  ring

/-- For positive definite phases and nonnegative weights that sum to one, the Reuss energy of
`ε` is the least energy among all phase strains with average `ε` (all energies doubled). -/
theorem reuss_isLeast (hC : ∀ i, (C i).PosDef) (hw : ∀ i, 0 ≤ w i) (hsum : ∑ i, w i = 1)
    (ε : n → ℝ) :
    IsLeast {E : ℝ | ∃ e : ι → n → ℝ, ∑ i, w i • e i = ε ∧
      E = ∑ i, w i * (e i ⬝ᵥ C i *ᵥ e i)} (ε ⬝ᵥ reuss w C *ᵥ ε) := by
  constructor
  · have hm := reussStrain_average hC hw hsum ε
    refine ⟨reussStrain w C ε, hm, ?_⟩
    have h := energy_excess hC hw hsum _ ε hm
    simp only [sub_self, zero_dotProduct, mul_zero, Finset.sum_const_zero] at h
    linarith
  · rintro E ⟨e, he, rfl⟩
    have h := energy_excess hC hw hsum e ε he
    have h0 := Finset.sum_nonneg fun i (_ : i ∈ Finset.univ) => mul_nonneg (hw i)
      ((hC i).posSemidef.dotProduct_mulVec_nonneg (e i - reussStrain w C ε i))
    simp only [star_trivial] at h0
    linarith

/-- The Voigt-Reuss bound: for positive definite phases and nonnegative weights that sum to
one, the Voigt stiffness minus the Reuss stiffness is positive semidefinite. -/
theorem voigt_sub_reuss_posSemidef (hC : ∀ i, (C i).PosDef) (hw : ∀ i, 0 ≤ w i)
    (hsum : ∑ i, w i = 1) : (voigt w C - reuss w C).PosSemidef := by
  have hV : (voigt w C).PosDef := average_posDef hC hw hsum
  have hR : (reuss w C).PosDef := (average_posDef (fun i => (hC i).inv) hw hsum).inv
  refine Matrix.PosSemidef.of_dotProduct_mulVec_nonneg
    (hV.isHermitian.sub hR.isHermitian) fun ε => ?_
  -- uniform strain is one of the competitors in the minimum principle
  have h := (reuss_isLeast hC hw hsum ε).2
    ⟨fun _ => ε, by simp only [← Finset.sum_smul, hsum, one_smul], rfl⟩
  rw [star_trivial, Matrix.sub_mulVec, dotProduct_sub, voigt, average_mulVec, dotProduct_sum]
  simp only [dotProduct_smul, smul_eq_mul]
  exact sub_nonneg.mpr h

/-- For positive definite phases and nonnegative weights that sum to one, the Voigt and Reuss
stiffnesses coincide exactly when all phases of positive weight have the same stiffness. -/
theorem voigt_eq_reuss_iff (hC : ∀ i, (C i).PosDef) (hw : ∀ i, 0 ≤ w i)
    (hsum : ∑ i, w i = 1) :
    voigt w C = reuss w C ↔ ∀ i j, 0 < w i → 0 < w j → C i = C j := by
  constructor
  · intro h
    have key : ∀ i, 0 < w i → C i = reuss w C := by
      intro i hi
      have hv : ∀ ε, C i *ᵥ ε = reuss w C *ᵥ ε := by
        intro ε
        have hx := energy_excess hC hw hsum (fun _ => ε) ε
          (by simp only [← Finset.sum_smul, hsum, one_smul])
        have hE : ε ⬝ᵥ reuss w C *ᵥ ε = ∑ j, w j * (ε ⬝ᵥ C j *ᵥ ε) := by
          rw [← h, voigt, average_mulVec, dotProduct_sum]
          simp only [dotProduct_smul, smul_eq_mul]
        rw [hE, sub_self] at hx
        have hn : ∀ j ∈ Finset.univ, 0 ≤ w j *
            ((ε - reussStrain w C ε j) ⬝ᵥ C j *ᵥ (ε - reussStrain w C ε j)) := fun j _ =>
          mul_nonneg (hw j) (by simpa only [star_trivial] using
            (hC j).posSemidef.dotProduct_mulVec_nonneg (ε - reussStrain w C ε j))
        -- a vanishing sum of nonnegative energies leaves no deviation in phase i
        have hz := (Finset.sum_eq_zero_iff_of_nonneg hn).mp hx.symm i (Finset.mem_univ i)
        have hd : ε - reussStrain w C ε i = 0 := by
          by_contra hne
          have hp := (hC i).dotProduct_mulVec_pos hne
          rw [star_trivial] at hp
          exact (mul_pos hi hp).ne' hz
        calc C i *ᵥ ε = C i *ᵥ reussStrain w C ε i := by rw [← sub_eq_zero.mp hd]
          _ = reuss w C *ᵥ ε := by
            rw [reussStrain, Matrix.mulVec_mulVec,
              Matrix.mul_nonsing_inv _ (hC i).det_pos.ne'.isUnit, Matrix.one_mulVec]
      ext a b
      simpa using congrFun (hv (Pi.single b 1)) a
    exact fun i j hi hj => (key i hi).trans (key j hj).symm
  · intro h
    obtain ⟨k, hk⟩ := exists_pos_weight hsum
    have avg : ∀ f : Matrix n n ℝ → Matrix n n ℝ, ∑ i, w i • f (C i) = f (C k) := by
      intro f
      have hc : ∀ i ∈ Finset.univ, w i • f (C i) = w i • f (C k) := by
        intro i _
        rcases (hw i).eq_or_lt with h0 | hp
        · rw [← h0, zero_smul, zero_smul]
        · rw [h i k hp hk]
      rw [Finset.sum_congr rfl hc, ← Finset.sum_smul, hsum, one_smul]
    have hV : voigt w C = C k := avg fun A => A
    have hS : ∑ i, w i • (C i)⁻¹ = (C k)⁻¹ := avg fun A => A⁻¹
    rw [hV, reuss, hS, Matrix.nonsing_inv_nonsing_inv _ (hC k).det_pos.ne'.isUnit]

end

end VoigtReuss
```

```lean
#print axioms VoigtReuss.voigt_sub_reuss_posSemidef
-- 'VoigtReuss.voigt_sub_reuss_posSemidef' depends on axioms: [propext, Classical.choice, Quot.sound]
#print axioms VoigtReuss.voigt_eq_reuss_iff
-- 'VoigtReuss.voigt_eq_reuss_iff' depends on axioms: [propext, Classical.choice, Quot.sound]
```

## From the square to the minimum principle

`complementary_energy_gap` is the completed square. Inside it, `hT` is the symmetry of the stiffness, `h1` is $CC^{-1}\sigma=\sigma$, and `h2` turns the mixed term into work. After the products are expanded, `ring` collects the terms.

`average_mulVec` lets a weighted sum of matrices act term by term, by induction over the phases. `exists_pos_weight` finds a positive weight: if there were none, the sum could not be one. `average_posDef` combines them, using `Finset.sum_pos'` to pass from one positive term among nonnegative ones to a positive sum. Applied to the compliances, it makes $S$ truly invertible, which `reussStrain_average` needs for the step $SS^{-1}\varepsilon=\varepsilon$.

In `energy_excess`, `h1` and `h2` say that the common stress does the same average work on the strains $e_i$ and on the Reuss strains, since both average to $\varepsilon$. The completed square in each phase is `h3`. Summing it and substituting the two work identities gives the excess formula.

The first half of `reuss_isLeast` inserts the Reuss strains, whose deviations are zero, so that the minimum is attained. The second half uses the nonnegative energy of the deviations to obtain the lower bound.

## From the minimum to the matrix order and equality

`voigt_sub_reuss_posSemidef` first obtains the symmetry of the difference from that of the two averages. It then applies the lower bound to the constant family `fun _ => ε`, the uniform strain, and identifies its energy with the Voigt energy.

In the forward direction of `voigt_eq_reuss_iff`, `hE` records that the Voigt and Reuss energies agree, so the excess is zero. `Finset.sum_eq_zero_iff_of_nonneg` makes each term vanish, and `hd` removes the deviation in a phase of positive weight. The resulting equality of stresses, `hv`, holds for every strain; testing it on the unit strains `Pi.single b 1` compares the matrices column by column.

For the converse, `avg` shows that any matrix function of the stiffness averages to its value in a chosen phase `k` of positive weight, since phases of zero weight contribute nothing. It is used for the stiffness itself and for its inverse, which gives both averages the value `C k`.
